# For identical half-spaces with $e_1>1$, a solvent weakens the non-retarded Lifshitz attraction at one positive Matsubara frequency exactly when $1<e_3<e_1^2$

## Permittivities, contrast and energy

Two identical half-spaces face each other across a gap of width $d$. All permittivities are relative to vacuum and are taken at one positive imaginary (Matsubara) frequency, where they are real. The bodies have permittivity $a$ and the medium in the gap has permittivity $b$. A second medium $m$ serves as the reference; vacuum is $m=1$. In the final statements $a$ is called $e_1$ and $b$ is called $e_3$. The thermal energy is $kT$.

In the code all these quantities are real numbers. A permittivity is thus a single value and not a function of frequency, and positivity enters as a hypothesis where it is needed.

```lean
import Mathlib

open Real

namespace LifshitzSolventScreening

noncomputable section
```

The strength of the reflection at one interface is the dielectric contrast

$$\Delta(a,b)=\frac{a-b}{a+b}.$$

Its sign tells which side is more polarisable. Two identical interfaces contribute $\Delta^2$ per round trip, so the sign disappears from the interaction.

```lean
/-- The dielectric contrast `(a - b) / (a + b)` at the interface between a body of
permittivity `a` and a medium of permittivity `b`, for `a + b ≠ 0`. -/
def contrast (a b : ℝ) : ℝ := (a - b) / (a + b)
```

Without retardation, a fluctuation with in-plane wavevector of magnitude $q$ is damped by $e^{-qd}$ on each crossing of the gap. One positive Matsubara frequency then contributes to the free energy per area

$$E=kT\int\frac{d^2q}{(2\pi)^2}\,\ln\!\left(1-\Delta^2e^{-2qd}\right).$$

Expanding the logarithm and doing the angular integral gives

$$E=-\frac{kT}{2\pi}\sum_{s=0}^{\infty}\frac{\Delta^{2(s+1)}}{s+1}\int_0^\infty q\,e^{-2(s+1)qd}\,dq .$$

The remaining integral is $1/\left(4(s+1)^2d^2\right)$. With

$$R(x)=\sum_{s=0}^{\infty}\frac{x^{s+1}}{(s+1)^3}$$

the result is

$$E=-\frac{kT}{8\pi d^2}\,R(\Delta^2).$$

The function $R$ is `reflectionSum`. Its term $s=0$ is $x$ itself and gives the leading attraction; the later terms come from repeated reflections.

```lean
/-- The sum `x + x²/2³ + x³/3³ + ...` over repeated reflections between two surfaces,
for `0 ≤ x < 1`. -/
def reflectionSum (x : ℝ) : ℝ := ∑' s : ℕ, x ^ (s + 1) / ((s : ℝ) + 1) ^ 3
```

The code takes the formula for $E$ as the definition of `lifshitzEnergy`. The integral over wavevectors is therefore the physical origin of the model and is not derived in the file. The formula describes planar, local, isotropic and non-magnetic media.

```lean
/-- The non-retarded Lifshitz energy per area, from one positive Matsubara frequency, of two
half-spaces of permittivity `a > 0` across a gap of width `d > 0` filled with a medium of
permittivity `b > 0`; `kT` is the thermal energy. -/
def lifshitzEnergy (kT d a b : ℝ) : ℝ :=
  -(kT / (8 * π * d ^ 2) * reflectionSum (contrast a b ^ 2))
```

## Two media compared by a factorisation

To see whether medium $b$ gives a weaker reflection than medium $m$, subtract the squared contrasts:

$$\Delta(a,b)^2-\Delta(a,m)^2=\frac{(a-b)^2(a+m)^2-(a-m)^2(a+b)^2}{(a+b)^2(a+m)^2}.$$

The numerator is a difference of two squares. Its factors are

$$(a-b)(a+m)-(a-m)(a+b)=2a(m-b),$$

$$(a-b)(a+m)+(a-m)(a+b)=2(a^2-bm).$$

Hence

$$\Delta(a,b)^2-\Delta(a,m)^2=\frac{4a}{(a+b)^2(a+m)^2}\,(b-m)(bm-a^2).$$

For positive permittivities the fraction is positive, and the sign of the difference is that of $(b-m)(bm-a^2)$. In the code `div_sub_div` forms the common denominator and `ring` verifies the numerator.

```lean
/-- The difference of the squared contrasts of a body in two media `b` and `m` factorises,
provided neither `a + b` nor `a + m` vanishes. -/
theorem contrast_sq_sub {a b m : ℝ} (hb : a + b ≠ 0) (hm : a + m ≠ 0) :
    contrast a b ^ 2 - contrast a m ^ 2 =
      4 * a / ((a + b) ^ 2 * (a + m) ^ 2) * ((b - m) * (b * m - a ^ 2)) := by
  unfold contrast
  rw [div_pow, div_pow, div_sub_div _ _ (pow_ne_zero 2 hb) (pow_ne_zero 2 hm),
    div_mul_eq_mul_div]
  congr 1
  ring
```

The difference vanishes at $b=m$, as it must, and also at $b=a^2/m$. This second zero reflects a symmetry. Multiplying numerator and denominator by $b/a$ gives

$$\Delta\!\left(a,\frac{a^2}{b}\right)=\frac{a-a^2/b}{a+a^2/b}=\frac{b-a}{b+a}=-\Delta(a,b).$$

A medium $b$ and its mirror image $a^2/b$ therefore reflect equally strongly with opposite sign. The mirror image of vacuum is $a^2$, which is the upper threshold for the solvent. The Lean proof multiplies out both fractions and uses $(a^2/b)\,b=a^2$, stored as `hr`.

```lean
/-- For positive permittivities, replacing the medium `b` by `a² / b` only reverses the sign
of the contrast. -/
theorem contrast_inversion {a b : ℝ} (ha : 0 < a) (hb : 0 < b) :
    contrast a (a ^ 2 / b) = -contrast a b := by
  have hr : a ^ 2 / b * b = a ^ 2 := div_mul_cancel₀ (a ^ 2) hb.ne'
  have h1 : a + b ≠ 0 := by positivity
  have h2 : a + a ^ 2 / b ≠ 0 := by positivity
  unfold contrast
  rw [← neg_div, div_eq_div_iff h2 h1]
  linear_combination (-2) * hr
```

## The window in which the contrast drops

Let $0<m<a$ and $b>0$. The squared contrast drops on going from $m$ to $b$ exactly when $(b-m)(bm-a^2)<0$. There are two ways to obtain a negative product:

- $b>m$ and $bm<a^2$, which is the window between $m$ and its mirror image $a^2/m$;
- $b<m$ and $bm>a^2$, which is impossible, since $b<m$ gives $bm<m^2<a^2$.

Only the first case remains. In the code `hid` is the factorisation and `hc` the positivity of its prefactor. From left to right, `mul_neg_iff` produces the two cases, and the second is refuted with `h3`, the inequality $bm<m^2$. From right to left, the signs of the factors are multiplied.

```lean
/-- Let a body of permittivity `a` lie in a medium `m` with `0 < m < a`. Exchanging `m` for a
medium `b > 0` lowers the squared contrast exactly when `m < b` and `b m < a²`. -/
theorem contrast_sq_lt_iff {a b m : ℝ} (hm : 0 < m) (hma : m < a) (hb : 0 < b) :
    contrast a b ^ 2 < contrast a m ^ 2 ↔ m < b ∧ b * m < a ^ 2 := by
  have ha : 0 < a := hm.trans hma
  have hc : 0 < 4 * a / ((a + b) ^ 2 * (a + m) ^ 2) := by positivity
  have hid := contrast_sq_sub (add_pos ha hb).ne' (add_pos ha hm).ne'
  constructor
  · intro h
    have hP : (b - m) * (b * m - a ^ 2) < 0 := by
      by_contra hn
      have := mul_nonneg hc.le (not_lt.mp hn)
      linarith
    rcases mul_neg_iff.mp hP with ⟨h1, h2⟩ | ⟨h1, h2⟩
    · exact ⟨by linarith, by linarith⟩
    · -- a medium below `m` cannot satisfy `b m > a²`
      have h3 : b * m < m * m := mul_lt_mul_of_pos_right (by linarith) hm
      nlinarith
  · rintro ⟨h1, h2⟩
    have := mul_neg_of_pos_of_neg hc
      (mul_neg_of_pos_of_neg (sub_pos.mpr h1) (sub_neg.mpr h2))
    linarith
```

The contrast rises exactly when the product is positive. If $b<m$, then $bm<m^2<a^2$ and both factors are negative. If $bm>a^2$, then $bm>m^2$, so $b>m$ and both factors are positive. Conversely, if neither condition holds, then $b\ge m$ and $bm\le a^2$, the product is at most zero and the contrast does not rise. The code follows the same division, with the converse argued by contradiction.

```lean
/-- Let a body of permittivity `a` lie in a medium `m` with `0 < m < a`. Exchanging `m` for a medium
`b > 0` raises the squared contrast exactly when `b < m` or `b m > a²`. -/
theorem contrast_sq_gt_iff {a b m : ℝ} (hm : 0 < m) (hma : m < a) (hb : 0 < b) :
    contrast a m ^ 2 < contrast a b ^ 2 ↔ b < m ∨ a ^ 2 < b * m := by
  have ha : 0 < a := hm.trans hma
  have hc : 0 < 4 * a / ((a + b) ^ 2 * (a + m) ^ 2) := by positivity
  have hid := contrast_sq_sub (add_pos ha hb).ne' (add_pos ha hm).ne'
  have hsq : m * m < a ^ 2 := by nlinarith
  constructor
  · intro h
    by_contra hn
    rw [not_or, not_lt, not_lt] at hn
    have hP := mul_nonpos_of_nonneg_of_nonpos (sub_nonneg.mpr hn.1) (sub_nonpos.mpr hn.2)
    have := mul_nonpos_of_nonneg_of_nonpos hc.le hP
    linarith
  · intro h
    -- in either case the two factors have the same sign
    have hP : 0 < (b - m) * (b * m - a ^ 2) := by
      rcases h with h | h
      · have h3 : b * m < m * m := mul_lt_mul_of_pos_right h hm
        exact mul_pos_of_neg_of_neg (by linarith) (by linarith)
      · have h3 : m < b := lt_of_mul_lt_mul_right (hsq.trans h) hm.le
        exact mul_pos (by linarith) (by linarith)
    have := mul_pos hc hP
    linarith
```

## From contrast to energy

The energy depends on the medium only through $R(\Delta^2)$, so the ordering of contrasts carries over if $R$ is strictly increasing. For $0\le x<1$ each term satisfies

$$0\le\frac{x^{s+1}}{(s+1)^3}\le x^{s+1},$$

and the series converges by comparison with the geometric series. If $0\le x<y<1$, every term at $x$ is at most the corresponding term at $y$, and for $s=0$ the inequality is $x<y$, which is strict. Therefore $R(x)<R(y)$.

In the proof `hs` is the convergence, and `Summable.tsum_lt_tsum` combines the termwise comparison with the one strict term, selected by `i := 0`.

```lean
/-- The sum over repeated reflections is strictly increasing on `0 ≤ x < 1`. -/
theorem reflectionSum_strictMonoOn : StrictMonoOn reflectionSum (Set.Ico 0 1) := by
  -- comparison with the geometric series gives convergence
  have hs : ∀ x ∈ Set.Ico (0 : ℝ) 1,
      Summable (fun s : ℕ => x ^ (s + 1) / ((s : ℝ) + 1) ^ 3) := by
    intro x hx
    have hx0 : 0 ≤ x := hx.1
    refine Summable.of_nonneg_of_le (fun s => by positivity) (fun s => ?_)
      ((summable_nat_add_iff 1).2 (summable_geometric_of_lt_one hx0 hx.2))
    refine div_le_self (by positivity) (one_le_pow₀ ?_)
    have : (0 : ℝ) ≤ s := Nat.cast_nonneg s
    linarith
  intro x hx y hy hxy
  have hx0 : 0 ≤ x := hx.1
  unfold reflectionSum
  refine Summable.tsum_lt_tsum (i := 0) (fun s => ?_) ?_ (hs x hx) (hs y hy)
  · dsimp only
    gcongr
  · simpa using hxy
```

The squared contrast always lies in the range where this applies. For $a,b>0$,

$$(a+b)^2-(a-b)^2=4ab>0,\qquad\text{so}\qquad 0\le\Delta(a,b)^2<1.$$

Since $E$ is a negative constant times $R(\Delta^2)$, a larger squared contrast means a lower energy. For two media $b$ and $c$ at the same $kT>0$ and $d>0$,

$$E(a,b)<E(a,c)\iff\Delta(a,c)^2<\Delta(a,b)^2.$$

The range is `hmem` in the code and the positive factor $kT/(8\pi d^2)$ is `hk`. The monotonicity of $R$ is used in both directions through `lt_iff_lt`, after which the minus sign reverses the inequality.

```lean
/-- For positive `kT`, gap width and permittivities, the Lifshitz energy is lower in medium `b`
than in medium `c` exactly when the squared contrast is larger in `b`. -/
theorem lifshitzEnergy_lt_iff {kT d a b c : ℝ} (hT : 0 < kT) (hd : 0 < d)
    (ha : 0 < a) (hb : 0 < b) (hc : 0 < c) :
    lifshitzEnergy kT d a b < lifshitzEnergy kT d a c ↔
      contrast a c ^ 2 < contrast a b ^ 2 := by
  have hmem : ∀ x : ℝ, 0 < x → contrast a x ^ 2 ∈ Set.Ico (0 : ℝ) 1 := by
    intro x hx
    refine ⟨sq_nonneg _, ?_⟩
    unfold contrast
    rw [div_pow, div_lt_one (by positivity)]
    nlinarith [mul_pos ha hx]
  have hk : 0 < kT / (8 * π * d ^ 2) := by positivity
  rw [← reflectionSum_strictMonoOn.lt_iff_lt (hmem c hc) (hmem b hb)]
  unfold lifshitzEnergy
  rw [neg_lt_neg_iff]
  exact ⟨fun h => lt_of_mul_lt_mul_left h hk.le, fun h => mul_lt_mul_of_pos_left h hk⟩
```

## Solvent against vacuum

With $m=1$, $a=e_1$ and $b=e_3$, the window $m<b$, $bm<a^2$ becomes $1<e_3<e_1^2$. For every $e_1>1$ and $e_3>0$,

$$\left(\frac{e_1-e_3}{e_1+e_3}\right)^2<\left(\frac{e_1-1}{e_1+1}\right)^2\iff 1<e_3<e_1^2 .$$

The theorem `solvent_screens_iff` writes the contrasts out, so it can be read without the definitions above. Its hypothesis `h1` says that the bodies are more polarisable than vacuum at this frequency, and `h3` says that the solvent permittivity is positive. The proof is the general window with reference medium 1.

For bodies with $e_1=2$ the vacuum value of $\Delta^2$ is $1/9$. A solvent with $e_3=3$ lowers it to $1/25$, one with $e_3=4$ leaves it at $1/9$, and one with $e_3=5$ raises it to $9/49$.

```lean
/-- For identical bodies with `e1 > 1` and a solvent with `e3 > 0`, the squared contrast lies
below its vacuum value exactly when `1 < e3 < e1²`. -/
theorem solvent_screens_iff {e1 e3 : ℝ} (h1 : 1 < e1) (h3 : 0 < e3) :
    ((e1 - e3) / (e1 + e3)) ^ 2 < ((e1 - 1) / (e1 + 1)) ^ 2 ↔ 1 < e3 ∧ e3 < e1 ^ 2 := by
  have h := contrast_sq_lt_iff one_pos h1 h3
  rw [mul_one] at h
  exact h
```

The condition $e_1>1$ excludes values below that of vacuum, and for these the equivalence can fail. Passive media in equilibrium have permittivity at least 1 at positive imaginary frequencies, so the following example is purely mathematical. Take $e_1=e_3=\tfrac12$. The contrast in the solvent is zero, while its square in vacuum is $1/9$, so the left side is true; the right side would require $1<\tfrac12$. The borderline value $e_1=1$ does no harm: the vacuum contrast is then zero and cannot be lowered, and the window $1<e_3<1$ is empty.

The same thresholds govern the energy with all its reflections. The theorem `solvent_energy_criterion` has two parts, for $e_1>1$, $e_3>0$, $kT>0$ and $d>0$:

- the energy in the solvent lies above the vacuum value, so that the attraction is weaker, exactly when $1<e_3<e_1^2$;
- the energy in the solvent lies below the vacuum value, so that the attraction is stronger, exactly when $e_3<1$ or $e_3>e_1^2$.

At $e_3=1$ and $e_3=e_1^2$ neither strict inequality holds, and the two energies agree. For a passive solvent in equilibrium $e_3\ge1$, so the case $e_3<1$ does not arise physically and the attraction is strengthened only through $e_3>e_1^2$. At fixed permittivities the thresholds do not depend on $d$ or $kT$, which then only set the common scale; a change of temperature also shifts the Matsubara frequency at which $e_1$ and $e_3$ are taken. The proof rewrites each comparison of energies as one of squared contrasts and then applies the two sign criteria with $m=1$.

```lean
/-- For `e1 > 1`, `e3 > 0` and positive `kT` and gap width, the solvent raises the Lifshitz
energy above its vacuum value exactly when `1 < e3 < e1²`, and lowers it below the vacuum value
exactly when `e3 < 1` or `e3 > e1²`. -/
theorem solvent_energy_criterion {kT d e1 e3 : ℝ} (hT : 0 < kT) (hd : 0 < d)
    (h1 : 1 < e1) (h3 : 0 < e3) :
    (lifshitzEnergy kT d e1 1 < lifshitzEnergy kT d e1 e3 ↔ 1 < e3 ∧ e3 < e1 ^ 2) ∧
    (lifshitzEnergy kT d e1 e3 < lifshitzEnergy kT d e1 1 ↔ e3 < 1 ∨ e1 ^ 2 < e3) := by
  have h0 : 0 < e1 := one_pos.trans h1
  rw [lifshitzEnergy_lt_iff hT hd h0 one_pos h3, lifshitzEnergy_lt_iff hT hd h0 h3 one_pos,
    contrast_sq_lt_iff one_pos h1 h3, contrast_sq_gt_iff one_pos h1 h3, mul_one]
  exact ⟨Iff.rfl, Iff.rfl⟩

end

end LifshitzSolventScreening
```

```lean
#print axioms LifshitzSolventScreening.contrast_inversion
-- 'LifshitzSolventScreening.contrast_inversion' depends on axioms: [propext, Classical.choice, Quot.sound]
#print axioms LifshitzSolventScreening.solvent_screens_iff
-- 'LifshitzSolventScreening.solvent_screens_iff' depends on axioms: [propext, Classical.choice, Quot.sound]
#print axioms LifshitzSolventScreening.solvent_energy_criterion
-- 'LifshitzSolventScreening.solvent_energy_criterion' depends on axioms: [propext, Classical.choice, Quot.sound]
```

## Weakly polarisable bodies, and the sum over frequencies

The upper threshold has a simple form when all media are close to vacuum. Put $e_1=1+\delta$ and $e_3=1+\eta$ with $\delta>0$ and both quantities small. To leading order the squared contrasts are $(\delta-\eta)^2/4$ in the solvent and $\delta^2/4$ in vacuum. The solvent weakens the attraction when $0<\eta<2\delta$, that is, until its excess permittivity reaches twice that of the bodies. This agrees with $e_1^2=1+2\delta+\delta^2$. The bodies are less polarisable than the solvent as soon as $\eta>\delta$, and for $\eta$ beyond about $2\delta$ this reversed contrast is large enough that they attract more strongly than they would in vacuum.

In continuum estimates of dispersion forces between solvated surfaces, the criterion gives the direction of the solvent effect for each positive Matsubara frequency separately, within the non-retarded model of two identical half-spaces. The complete interaction adds the contributions of all frequencies, including the static one with half weight. Since $e_1$ and $e_3$ vary with frequency, a solvent may strengthen some contributions and weaken others, and the sign of the total change then depends on their sizes.
